# A chain of points that spans Euclidean space is a generalised helix if its distances depend only on the index difference

Let points $x_j$, one for each integer $j$, affinely span a finite-dimensional Euclidean space, and let the distance between $x_j$ and $x_k$ depend only on $j-k$. Then exactly one isometry $g$ of the space satisfies $g(x_j)=x_{j+1}$ for all $j$. Moreover, there are an orthogonal map $A$, a point $c$ and a vector $t$ with $At=t$ such that

$$x_j = c + A^j(x_0-c) + j\,t \qquad\text{for all } j\in\mathbb Z .$$

## From equal distances to a screw operation

Take one reference point in each repeat unit of an ideal helical polymer. All neighbours along the chain are one distance apart, all second neighbours share a distance too, and so on. This is a statement about distances only, but it asks for more than equal surroundings. In a straight chain with alternating short and long bonds every atom sees the same list of distances, yet the distance to the next atom alternates, so no isometry advances every atom. The hypothesis excludes such a chain unless a pair of atoms is taken as the unit. When the distances do depend only on the separation along the chain, the result turns this into a symmetry operation that carries each unit's position to the next.

In three dimensions, if $A$ is a rotation about an axis and $t\neq 0$, the formula describes an ordinary screw, with $t$ the advance per unit along the axis. The word "generalised" allows for other dimensions and for an $A$ that includes a reflection. For instance, take $t=0$, let $A$ be a rotation through $60^\circ$ combined with reflection in the plane through $c$ perpendicular to the axis, and start from a point off both the axis and the plane. The result is a puckered ring of six positions, alternately above and below the plane, which the sequence $x_j$ runs round again and again.

For an ideal infinite chain of point units, $g$ is the candidate symmetry of a one-electron Hamiltonian. If the potential is invariant under $g$, the orbitals can be classified by the phase they acquire under the screw, and the calculation reduces to a one-unit problem for each phase.

## The statement in Lean's terms

The space `V` is a real inner product space, and `FiniteDimensional ℝ V` makes it a Euclidean space of any finite dimension. The chain is a function `x : ℤ → V`, infinite in both directions; its points may coincide.

- `EquivalentlyPlaced x` says that some function `d` gives `dist (x j) (x k) = d (j - k)`. In crystallography, equivalent positions are related by a symmetry operation from the start; here the term means only this distance condition.
- `affineSpan ℝ (Set.range x) = ⊤` says that the units lie in no proper affine subspace. Without it uniqueness can fail: equally spaced units on a line in three dimensions are advanced by a translation combined with any rotation about that line. A flat zigzag, like the ideal carbon backbone of all-trans polyethylene, is advanced both by a half-turn screw and by a glide reflection; the theorem applies to it with `V` taken as its plane.
- `V ≃ᵢ V` is the type of distance-preserving bijections. They are not assumed to be affine.
- `V ≃ₗᵢ[ℝ] V` is the type of orthogonal maps, proper or improper. For negative `j`, `A ^ j` is a power of the inverse.

`existsUnique_isometry` gives the unique $g$, and `units_form_helix` gives the formula. The latter claims no uniqueness for $A$, $c$ and $t$. Nothing requires the rotation angle to be compatible with a crystal lattice.

The step left to the user is from points to molecules. The isometry moves reference points, and whether it also maps the atoms of one unit onto those of the next must be checked separately.

## A point is fixed by its distances to the units

Since the units affinely span $V$, any point $p$ is a finite sum $\sum_j \lambda_j x_j$ with $\sum_j \lambda_j=1$, so $p-x_0=\sum_j \lambda_j(x_j-x_0)$. Every vector has the form $p-x_0$, hence the differences $x_j-x_0$ span $V$ linearly.

Suppose $|a-x_j|=|b-x_j|$ for all $j$. Squaring gives

$$|a|^2-2a\cdot x_j=|b|^2-2b\cdot x_j .$$

Subtracting the case $j=0$ leaves $(a-b)\cdot(x_j-x_0)=0$. So $a-b$ is orthogonal to every vector, including itself, and $a=b$.

Now let $g$ and $h$ both preserve distances and advance every unit. For any point $p$,

$$|g(p)-x_i|=|g(p)-g(x_{i-1})|=|p-x_{i-1}|=|h(p)-x_i| .$$

Hence $g(p)=h(p)$, which proves uniqueness.

## Distances determine the orthogonal map

Write $y_j=x_{j+1}$. The two sequences have the same mutual distances, because $(j+1)-(k+1)=j-k$. Distances determine inner products:

$$(x_j-x_0)\cdot(x_k-x_0)=\tfrac12\left(|x_j-x_0|^2+|x_k-x_0|^2-|x_j-x_k|^2\right),$$

and likewise for $y$. Expanding the squares therefore gives, for any finite set of coefficients $a_j$,

$$\Big|\sum_j a_j(y_j-y_0)\Big|=\Big|\sum_j a_j(x_j-x_0)\Big| .$$

Define $A$ by sending $\sum_j a_j(x_j-x_0)$ to $\sum_j a_j(y_j-y_0)$. If two expansions represent the same vector, their difference has length zero on the right, hence also on the left, so $A$ is well defined. It is linear and preserves length, so it is injective, and in finite dimension also surjective. Put

$$g(p)=Ap+x_1-Ax_0 .$$

Then $g(x_j)=A(x_j-x_0)+x_1=(x_{j+1}-x_1)+x_1=x_{j+1}$.

## Moving the origin leaves a screw

Write $g(p)=Ap+b$ with $b=g(0)$. Split $b=r+t$, with $r$ in the range of $A-1$ and $t$ orthogonal to that range. Choose $c$ with $r=c-Ac$. Then

$$c+A(p-c)+t=Ap+r+t=g(p).$$

Since $At-t$ lies in the range, $t\cdot(At-t)=0$, so $t\cdot At=|t|^2$. Therefore

$$|At-t|^2=|At|^2-2\,t\cdot At+|t|^2=|t|^2-2|t|^2+|t|^2=0,$$

and $At=t$.

Let $q_j=c+A^j(x_0-c)+jt$. Then $q_0=x_0$, and because $A(jt)=jt$,

$$g(q_j)=c+A^{j+1}(x_0-c)+jt+t=q_{j+1}.$$

Thus $x_j=q_j$ implies $x_{j+1}=q_{j+1}$. The reverse implication holds because $g$ is injective. Starting from $j=0$ and going both ways gives $x_j=q_j$ for all $j$.

Conversely, the orbit of a point $p$ under any isometry is equivalently placed: applying $g^{-k}$ to both points gives $|g^jp-g^kp|=|g^{j-k}p-p|$.

## The complete Lean file

```lean
import Mathlib

open Module

namespace ScrewAxisHelix

noncomputable section

variable {V : Type*} [NormedAddCommGroup V] [InnerProductSpace ℝ V]

/-- Units `x j` are equivalently placed when the distance between two of them depends only on
the difference of their indices. -/
def EquivalentlyPlaced (x : ℤ → V) : Prop :=
  ∃ d : ℤ → ℝ, ∀ j k, dist (x j) (x k) = d (j - k)

/-- If the units affinely span space, the vectors from unit 0 to the units span it linearly. -/
theorem span_differences {x : ℤ → V} (hx : affineSpan ℝ (Set.range x) = ⊤) :
    Submodule.span ℝ (Set.range fun j => x j - x 0) = ⊤ := by
  have h := vectorSpan_range_eq_span_range_vsub_right ℝ x 0
  rw [← direction_affineSpan, hx, AffineSubspace.direction_top] at h
  exact h.symm

/-- A point is determined by its distances to units that affinely span space. -/
theorem eq_of_dist_eq {x : ℤ → V} (hx : affineSpan ℝ (Set.range x) = ⊤) {a b : V}
    (h : ∀ j, dist a (x j) = dist b (x j)) : a = b := by
  -- `a - b` is orthogonal to every difference of units
  have key : ∀ j, inner ℝ (a - b) (x j - x 0) = 0 := by
    intro j
    have e : ∀ i, ‖a - x i‖ ^ 2 = ‖b - x i‖ ^ 2 := fun i => by
      rw [← dist_eq_norm, ← dist_eq_norm, h i]
    have e1 := e j
    have e0 := e 0
    rw [norm_sub_sq_real, norm_sub_sq_real] at e1 e0
    rw [inner_sub_left, inner_sub_right, inner_sub_right]
    linarith
  have all : ∀ v ∈ Submodule.span ℝ (Set.range fun j => x j - x 0),
      inner ℝ (a - b) v = 0 := by
    intro v hv
    induction hv using Submodule.span_induction with
    | mem v hv =>
      obtain ⟨j, rfl⟩ := hv
      exact key j
    | zero => exact inner_zero_right _
    | add u v _ _ hu hv => rw [inner_add_right, hu, hv, add_zero]
    | smul r v _ hv => rw [real_inner_smul_right, hv, mul_zero]
  rw [span_differences hx] at all
  exact sub_eq_zero.mp (inner_self_eq_zero.mp (all (a - b) Submodule.mem_top))

/-- Two distance-preserving maps that both advance every unit to the next one are equal, if the
units affinely span space. -/
theorem advance_unique {x : ℤ → V} (hx : affineSpan ℝ (Set.range x) = ⊤) {g h : V → V}
    (hg : Isometry g) (hh : Isometry h) (gx : ∀ j, g (x j) = x (j + 1))
    (hhx : ∀ j, h (x j) = x (j + 1)) : g = h := by
  funext p
  refine eq_of_dist_eq hx fun i => ?_
  have h1 : g (x (i - 1)) = x i := by rw [gx, sub_add_cancel]
  have h2 : h (x (i - 1)) = x i := by rw [hhx, sub_add_cancel]
  calc dist (g p) (x i) = dist p (x (i - 1)) := by rw [← h1, hg.dist_eq]
    _ = dist (h p) (x i) := by rw [← h2, hh.dist_eq]

/-- If two sequences of points have the same mutual distances and the first affinely spans the
finite-dimensional space, an orthogonal map carries the differences of one to the other. -/
theorem exists_orthogonal [FiniteDimensional ℝ V] {x y : ℤ → V}
    (hx : affineSpan ℝ (Set.range x) = ⊤)
    (hd : ∀ j k, dist (y j) (y k) = dist (x j) (x k)) :
    ∃ A : V ≃ₗᵢ[ℝ] V, ∀ j, A (x j - x 0) = y j - y 0 := by
  -- distances determine inner products
  have hin : ∀ j k, inner ℝ (y j - y 0) (y k - y 0) = inner ℝ (x j - x 0) (x k - x 0) := by
    intro j k
    have e : ∀ z : ℤ → V, inner ℝ (z j - z 0) (z k - z 0) =
        (dist (z j) (z 0) ^ 2 + dist (z k) (z 0) ^ 2 - dist (z j) (z k) ^ 2) / 2 := by
      intro z
      have h := norm_sub_sq_real (z j - z 0) (z k - z 0)
      rw [sub_sub_sub_cancel_right] at h
      simp only [dist_eq_norm]
      linarith
    rw [e y, e x, hd j 0, hd k 0, hd j k]
  obtain ⟨T, hT⟩ : ∃ T, T = Finsupp.linearCombination ℝ (fun j => x j - x 0) := ⟨_, rfl⟩
  obtain ⟨S, hS⟩ : ∃ S, S = Finsupp.linearCombination ℝ (fun j => y j - y 0) := ⟨_, rfl⟩
  have hn : ∀ c, ‖S c‖ = ‖T c‖ := by
    intro c
    have h : inner ℝ (S c) (S c) = inner ℝ (T c) (T c) := by
      simp only [hS, hT, Finsupp.linearCombination_apply, Finsupp.sum, sum_inner, inner_sum,
        real_inner_smul_left, real_inner_smul_right, hin]
    rw [real_inner_self_eq_norm_sq, real_inner_self_eq_norm_sq] at h
    exact (sq_eq_sq₀ (norm_nonneg _) (norm_nonneg _)).mp h
  have hr : LinearMap.range T = ⊤ := by
    rw [hT, Finsupp.range_linearCombination]
    exact span_differences hx
  -- expand a vector in the first differences, recombine with the second
  obtain ⟨R, hR⟩ := T.exists_rightInverse_of_surjective hr
  have hTR : ∀ v, T (R v) = v := fun v => LinearMap.congr_fun hR v
  let L : V →ₗᵢ[ℝ] V := ⟨S ∘ₗ R, fun v => by
    change ‖S (R v)‖ = ‖v‖
    rw [hn, hTR]⟩
  refine ⟨L.toLinearIsometryEquiv rfl, fun j => ?_⟩
  have h0 : S (R (x j - x 0) - Finsupp.single j 1) = 0 := by
    rw [← norm_eq_zero, hn, map_sub, hTR]
    simp [hT]
  rw [map_sub, sub_eq_zero] at h0
  change S (R (x j - x 0)) = _
  rw [h0]
  simp [hS]

/-- Equivalently placed units that affinely span a finite-dimensional Euclidean space are
advanced, each to the next, by exactly one isometry of the space. -/
theorem existsUnique_isometry [FiniteDimensional ℝ V] {x : ℤ → V}
    (hx : affineSpan ℝ (Set.range x) = ⊤) (hd : EquivalentlyPlaced x) :
    ∃! g : V ≃ᵢ V, ∀ j, g (x j) = x (j + 1) := by
  obtain ⟨d, hd⟩ := hd
  obtain ⟨A, hA⟩ := exists_orthogonal (y := fun j => x (j + 1)) hx
    (fun j k => by rw [hd, hd, add_sub_add_right_eq_sub])
  have hg : ∀ j, (A.toIsometryEquiv.trans (IsometryEquiv.addRight (x 1 - A (x 0)))) (x j)
      = x (j + 1) := by
    intro j
    have h := hA j
    simp only [map_sub, zero_add] at h
    change A (x j) + (x 1 - A (x 0)) = x (j + 1)
    linear_combination (norm := module) h
  exact ⟨_, hg, fun h hh => IsometryEquiv.ext fun p =>
    congrFun (advance_unique hx h.isometry (IsometryEquiv.isometry _) hh hg) p⟩

/-- Every isometry of a finite-dimensional Euclidean space is a generalised screw: an orthogonal
map `A` about a point `c`, followed by a translation `t` that `A` leaves fixed. -/
theorem screw_decomposition [FiniteDimensional ℝ V] (g : V ≃ᵢ V) :
    ∃ (A : V ≃ₗᵢ[ℝ] V) (c t : V), A t = t ∧ ∀ p, g p = c + A (p - c) + t := by
  obtain ⟨A, hA⟩ : ∃ A : V ≃ₗᵢ[ℝ] V, ∀ p, A p = g p - g 0 :=
    ⟨g.toRealLinearIsometryEquiv, fun p => g.toRealLinearIsometryEquiv_apply p⟩
  -- split the translation along the range of `A - 1` and its orthogonal complement
  obtain ⟨k, ⟨y, hy⟩, t, ht, hb⟩ := Submodule.exists_add_mem_mem_orthogonal
    (K := LinearMap.range (A.toLinearEquiv.toLinearMap - LinearMap.id)) (g 0)
  have hk : A y - y = k := hy
  refine ⟨A, -y, t, ?_, fun p => ?_⟩
  · have h := (Submodule.mem_orthogonal' _ t).1 ht (A t - t) ⟨t, rfl⟩
    have e := norm_sub_sq_real (A t) t
    rw [inner_sub_right, real_inner_self_eq_norm_sq, real_inner_comm] at h
    rw [A.norm_map] at e
    have z : ‖A t - t‖ ^ 2 = 0 := by linarith
    exact sub_eq_zero.mp (norm_eq_zero.mp (pow_eq_zero_iff two_ne_zero |>.mp z))
  · have h := hA p
    rw [hb, ← hk] at h
    rw [map_sub, map_neg]
    linear_combination (norm := module) -h

/-- Equivalently placed units that affinely span a finite-dimensional Euclidean space form a
generalised helix: step `j` applies `A` `j` times about `c` and advances by `j t`, `A t = t`. -/
theorem units_form_helix [FiniteDimensional ℝ V] {x : ℤ → V}
    (hx : affineSpan ℝ (Set.range x) = ⊤) (hd : EquivalentlyPlaced x) :
    ∃ (A : V ≃ₗᵢ[ℝ] V) (c t : V), A t = t ∧
      ∀ j : ℤ, x j = c + (A ^ j) (x 0 - c) + (j : ℝ) • t := by
  obtain ⟨g, hg, -⟩ := existsUnique_isometry hx hd
  obtain ⟨A, c, t, ht, hs⟩ := screw_decomposition g
  refine ⟨A, c, t, ht, ?_⟩
  obtain ⟨q, hq⟩ : ∃ q : ℤ → V, ∀ j, q j = c + (A ^ j) (x 0 - c) + (j : ℝ) • t :=
    ⟨_, fun _ => rfl⟩
  -- the helix obeys the same recursion as the units
  have hrec : ∀ j, q (j + 1) = c + A (q j - c) + t := by
    intro j
    have hp : (A ^ (j + 1)) (x 0 - c) = A ((A ^ j) (x 0 - c)) := by
      rw [add_comm, zpow_one_add]
      rfl
    have hc : q j - c = (A ^ j) (x 0 - c) + (j : ℝ) • t := by
      rw [hq j]
      abel
    rw [hc, hq (j + 1), hp, map_add, map_smul, ht]
    push_cast
    module
  have hiff : ∀ j, x j = q j ↔ x (j + 1) = q (j + 1) := by
    intro j
    rw [← hg j, hs (x j), hrec j]
    exact ⟨fun h => by rw [h], fun h =>
      sub_left_inj.mp (A.injective (add_left_cancel (add_right_cancel h)))⟩
  intro j
  rw [← hq j]
  refine Int.induction_on j ?_ ?_ ?_
  · rw [hq 0]
    simp
  · exact fun i ih => (hiff _).1 ih
  · exact fun i ih => (hiff _).2 (by rwa [sub_add_cancel])

omit [InnerProductSpace ℝ V] in
/-- Conversely, the images of any point under the powers of an isometry are equivalently
placed. -/
theorem orbit_equivalentlyPlaced (g : V ≃ᵢ V) (p : V) :
    EquivalentlyPlaced fun j : ℤ => (g ^ j) p := by
  refine ⟨fun m => dist ((g ^ m) p) p, fun j k => ?_⟩
  have h : (g ^ j) p = (g ^ k) ((g ^ (j - k)) p) := by
    rw [← IsometryEquiv.mul_apply, ← zpow_add, add_sub_cancel]
  change dist ((g ^ j) p) ((g ^ k) p) = dist ((g ^ (j - k)) p) p
  rw [h, IsometryEquiv.dist_eq]

end

end ScrewAxisHelix
```

```lean
#print axioms ScrewAxisHelix.units_form_helix
#print axioms ScrewAxisHelix.orbit_equivalentlyPlaced
```

```
'ScrewAxisHelix.units_form_helix' depends on axioms: [propext, Classical.choice, Quot.sound]
'ScrewAxisHelix.orbit_equivalentlyPlaced' depends on axioms: [propext, Classical.choice, Quot.sound]
```

## How the lemmas carry the argument

`span_differences` translates affine spanning into linear spanning. `eq_of_dist_eq` first obtains orthogonality to each difference, in `key`, by expanding squared norms. `Submodule.span_induction` then extends it to all linear combinations, and taking the vector `a - b` itself finishes the argument. `advance_unique` is the chain of equal distances above; it does not need the two maps to be bijective.

In `exists_orthogonal`, `hin` is the equality of inner products. The maps `T` and `S` take a finite list of coefficients to the corresponding combination of $x$-differences and $y$-differences, and `hn` says that the results have equal length. A linear right inverse `R` of `T` chooses an expansion for each vector, so `S ∘ₗ R` is the map $A$. The choice might not expand $x_j-x_0$ as that single difference; `h0` shows that this makes no difference, which is the well-definedness argument. `toLinearIsometryEquiv` supplies surjectivity from equal finite dimensions.

`existsUnique_isometry` applies this lemma to the shifted sequence, adds the translation $x_1-Ax_0$, and takes uniqueness from `advance_unique`.

`screw_decomposition` treats an arbitrary isometry, so it first needs the form $Ap+b$. Mathlib's `toRealLinearIsometryEquiv` provides it: a distance-preserving bijection becomes linear once the image of the origin is subtracted. The orthogonal splitting follows, with the vectors `k` and `y` in this proof equal to $r$ and $-c$.

In `units_form_helix`, `hrec` is the recursion for $q_j$, and `hiff` states that agreement at $j$ is equivalent to agreement at $j+1$. `Int.induction_on` uses one direction for positive indices and the other for negative ones. The converse, `orbit_equivalentlyPlaced`, factors $g^j$ as $g^k g^{j-k}$ and cancels $g^k$ from the distance; it needs neither an inner product nor finite dimension.
